# The k·p mass correction from n remote bands has rank at most 2n, and at most n if every momentum vector is real up to a phase

Take a non-degenerate band with energy $E_0$ at the expansion point and $n$ remote bands $m$ with energies $E_m \neq E_0$. Let $p_m\in\mathbb{C}^d$ be the vector of momentum matrix elements between the band and remote band $m$, with components $p_m(a)$, and let $m_0$ be the free-electron mass. Second-order k·p theory gives the inverse mass tensor $w\,\delta_{ab}+D_{ab}$ with $w=1/m_0$ and

$$D_{ab}=\sum_m c_m\,\mathrm{Re}\big(p_m(a)\,\overline{p_m(b)}\big),\qquad c_m=\frac{2}{m_0^2\,(E_0-E_m)}.$$

I believe that $D$ has rank at most $2n$, and at most $n$ when each $p_m$ is a phase times a real vector. Can this be made rigorous and machine-checked, for weights of either sign?

## Each band supplies two real dyads, or one

Yes. Write $p_m=u_m+i v_m$ with $u_m,v_m$ real. Then

$$\mathrm{Re}\big(p_m(a)\overline{p_m(b)}\big)=u_m(a)u_m(b)+v_m(a)v_m(b),$$

so band $m$ contributes $c_m(u_mu_m^T+v_mv_m^T)$. If instead $p_m=z\,r$ with $|z|=1$ and $r$ real, the phase cancels:

$$p_m(a)\overline{p_m(b)}=|z|^2r(a)r(b)=r(a)r(b).$$

One dyad is then enough, with $u_m=r$ and $v_m=0$.

Let $S$ be a set of bands of this second kind. Put the vectors $c_mu_m$ for all $m$, and $c_mv_m$ for $m\notin S$, into the columns of a matrix $A$. Put the matching $u_m^T$ and $v_m^T$ into the rows of $B$. Then $D=AB$, and the inner dimension is $n+(n-|S|)$, which bounds the rank. Taking $S$ empty gives $2n$; taking all bands gives $n$.

The link to the energy is the quadratic form. For real $k$,

$$k^TDk=\sum_m c_m\,\mathrm{Re}\Big(\sum_a k_ap_m(a)\,\overline{\sum_b k_bp_m(b)}\Big)=\sum_m c_m|k\cdot p_m|^2,$$

and $\hbar^2/2$ times this is the second-order k·p energy.

The bound $2n$ is attained if the number of directions is left free; in a crystal, $d\le 3$ allows this only for $n\le 1$. In $d=2n$ directions, give band $m$ its own pair of unit vectors $e_m,e'_m$ and set $p_m=e_m+ie'_m$. Then $D=\sum_m c_m(e_me_m^T+e'_me_m'^T)$ is diagonal, with rank $2n$ if no $c_m$ vanishes.

Finally, if $2n<d$, then $D$ is singular. Some $k\neq0$ has $Dk=0$, hence $(w\mathbb{1}+D)k=wk$: the bare mass survives along $k$.

```lean
import Mathlib

open Matrix
open scoped ComplexConjugate

namespace KPMassCorrectionRank

noncomputable section

variable {ι κ : Type*} [Fintype ι] [Fintype κ]

/-- The k.p mass correction `∑ₘ cₘ Re(pₘ pₘ*)` from remote bands `m` with momentum vectors
`pₘ` and real weights `cₘ`. -/
def massCorrection (c : ι → ℝ) (p : ι → κ → ℂ) : Matrix κ κ ℝ :=
  Matrix.of fun a b => ∑ m, c m * (p m a * conj (p m b)).re

/-- The inverse mass tensor: an isotropic bare inverse mass `w` plus the k.p correction. -/
def inverseMass [DecidableEq κ] (w : ℝ) (c : ι → ℝ) (p : ι → κ → ℂ) : Matrix κ κ ℝ :=
  w • (1 : Matrix κ κ ℝ) + massCorrection c p

/-- A momentum vector that is a single phase factor times a real vector. -/
def RealUpToPhase (v : κ → ℂ) : Prop :=
  ∃ (z : ℂ) (r : κ → ℝ), ‖z‖ = 1 ∧ ∀ a, v a = z * (r a : ℂ)

/-- The quadratic form of the mass correction at wave vector `k` is the weighted sum
of the squared couplings `|k · pₘ|²`. -/
theorem massCorrection_quadratic (c : ι → ℝ) (p : ι → κ → ℂ) (k : κ → ℝ) :
    k ⬝ᵥ (massCorrection c p *ᵥ k) =
      ∑ m, c m * Complex.normSq (∑ a, (k a : ℂ) * p m a) := by
  -- expand the squared modulus of each coupling
  have h : ∀ m, Complex.normSq (∑ a, (k a : ℂ) * p m a) =
      ∑ a, ∑ b, k a * k b * (p m a * conj (p m b)).re := by
    intro m
    rw [Complex.normSq_apply, Complex.re_sum, Complex.im_sum,
      Finset.sum_mul_sum, Finset.sum_mul_sum, ← Finset.sum_add_distrib]
    refine Finset.sum_congr rfl fun a _ => ?_
    rw [← Finset.sum_add_distrib]
    refine Finset.sum_congr rfl fun b _ => ?_
    simp only [Complex.mul_re, Complex.mul_im, Complex.conj_re, Complex.conj_im,
      Complex.ofReal_re, Complex.ofReal_im]
    ring
  simp only [dotProduct, Matrix.mulVec, massCorrection, Matrix.of_apply, h,
    Finset.mul_sum, Finset.sum_mul]
  symm
  rw [Finset.sum_comm]
  refine Finset.sum_congr rfl fun a _ => ?_
  rw [Finset.sum_comm]
  refine Finset.sum_congr rfl fun b _ => Finset.sum_congr rfl fun m _ => ?_
  ring

/-- If the remote bands in `S` have momentum vectors that are real up to a phase, the rank of
the mass correction is at most the number of remote bands plus the number of those outside `S`. -/
theorem rank_massCorrection_le [DecidableEq ι] (c : ι → ℝ) (p : ι → κ → ℂ)
    (S : Finset ι) (hS : ∀ m ∈ S, RealUpToPhase (p m)) :
    (massCorrection c p).rank ≤ Fintype.card ι + (Sᶜ).card := by
  -- each band gives two real dyads, and only one if its momentum is real up to a phase
  have key : ∀ m, ∃ u v : κ → ℝ,
      (∀ a b, (p m a * conj (p m b)).re = u a * u b + v a * v b) ∧ (m ∈ S → v = 0) := by
    intro m
    by_cases hm : m ∈ S
    · obtain ⟨z, r, hz, hr⟩ := hS m hm
      have h1 : z.re * z.re + z.im * z.im = 1 := by
        rw [← Complex.normSq_apply, Complex.normSq_eq_norm_sq, hz]
        norm_num
      refine ⟨r, 0, fun a b => ?_, fun _ => rfl⟩
      simp only [hr, Complex.mul_re, Complex.mul_im, Complex.conj_re, Complex.conj_im,
        Complex.ofReal_re, Complex.ofReal_im, Pi.zero_apply]
      linear_combination (r a * r b) * h1
    · refine ⟨fun a => (p m a).re, fun a => (p m a).im, fun a b => ?_,
        fun h => absurd h hm⟩
      simp only [Complex.mul_re, Complex.conj_re, Complex.conj_im]
      ring
  choose u v huv hv using key
  -- factor the correction through a real space with one coordinate per dyad
  let A : Matrix κ (ι ⊕ {m // m ∈ Sᶜ}) ℝ := Matrix.of fun a s =>
    Sum.elim (fun m => c m * u m a) (fun m => c m.1 * v m.1 a) s
  let B : Matrix (ι ⊕ {m // m ∈ Sᶜ}) κ ℝ := Matrix.of fun s b =>
    Sum.elim (fun m => u m b) (fun m => v m.1 b) s
  have hAB : massCorrection c p = A * B := by
    ext a b
    have h1 : ∑ m : {m // m ∈ Sᶜ}, c m.1 * v m.1 a * v m.1 b =
        ∑ m, c m * v m a * v m b := by
      rw [Finset.sum_coe_sort Sᶜ (fun m => c m * v m a * v m b)]
      apply Finset.sum_subset (Finset.subset_univ _)
      intro m _ hm
      have hmS : m ∈ S := by simpa using hm
      simp [hv m hmS]
    simp only [massCorrection, A, B, Matrix.mul_apply, Matrix.of_apply,
      Fintype.sum_sum_type, Sum.elim_inl, Sum.elim_inr, huv]
    rw [h1, ← Finset.sum_add_distrib]
    exact Finset.sum_congr rfl fun m _ => by ring
  rw [hAB]
  refine (Matrix.rank_mul_le_left A B).trans (A.rank_le_card_width.trans (le_of_eq ?_))
  rw [Fintype.card_sum, Fintype.card_coe]

/-- The mass correction has rank at most twice the number of remote bands. -/
theorem rank_massCorrection_le_two_mul (c : ι → ℝ) (p : ι → κ → ℂ) :
    (massCorrection c p).rank ≤ 2 * Fintype.card ι := by
  classical
  have h := rank_massCorrection_le c p ∅ (by simp)
  rw [Finset.compl_empty, Finset.card_univ] at h
  omega

/-- If every momentum vector is a phase times a real vector, the mass correction has rank
at most the number of remote bands. -/
theorem rank_massCorrection_le_of_real (c : ι → ℝ) (p : ι → κ → ℂ)
    (hp : ∀ m, RealUpToPhase (p m)) :
    (massCorrection c p).rank ≤ Fintype.card ι := by
  classical
  have h := rank_massCorrection_le c p Finset.univ (fun m _ => hp m)
  rw [Finset.compl_univ, Finset.card_empty] at h
  omega

/-- Circular momentum vectors: band `m` couples to its own pair of directions with
amplitudes `1` and `i`. -/
def circularMomentum [DecidableEq ι] (m : ι) : ι ⊕ ι → ℂ :=
  Sum.elim (fun a => if a = m then 1 else 0) (fun a => if a = m then Complex.I else 0)

/-- For circular momentum vectors the mass correction is diagonal, with the weight of each band
on both of its directions. -/
theorem massCorrection_circular [DecidableEq ι] (c : ι → ℝ) :
    massCorrection c circularMomentum = Matrix.diagonal (Sum.elim c c) := by
  ext s t
  rcases s with a | a <;> rcases t with b | b <;>
  · simp only [massCorrection, Matrix.of_apply]
    -- only the band attached to direction `a` contributes
    rw [Finset.sum_eq_single a (fun m _ hm => by simp [circularMomentum, Ne.symm hm])
      (by simp)]
    by_cases h : a = b
    · subst h
      simp [circularMomentum]
    · simp [circularMomentum, h, Ne.symm h]

/-- With circular momentum vectors and nonzero weights, the rank of the mass correction equals
twice the number of remote bands. -/
theorem rank_massCorrection_circular [DecidableEq ι] (c : ι → ℝ) (hc : ∀ m, c m ≠ 0) :
    (massCorrection c circularMomentum).rank = 2 * Fintype.card ι := by
  have hu : IsUnit (Matrix.diagonal (Sum.elim c c)) := by
    rw [Matrix.isUnit_iff_isUnit_det, Matrix.det_diagonal, isUnit_iff_ne_zero,
      Finset.prod_ne_zero_iff]
    rintro (m | m) _
    · exact hc m
    · exact hc m
  rw [massCorrection_circular, Matrix.rank_of_isUnit _ hu, Fintype.card_sum]
  omega

/-- If there are more than twice as many directions as remote bands, some nonzero wave vector is
an eigenvector of the inverse mass tensor with the bare inverse mass as eigenvalue. -/
theorem exists_bare_mass_direction [DecidableEq κ] (w : ℝ) (c : ι → ℝ) (p : ι → κ → ℂ)
    (h : 2 * Fintype.card ι < Fintype.card κ) :
    ∃ k : κ → ℝ, k ≠ 0 ∧ inverseMass w c p *ᵥ k = w • k := by
  -- the correction is singular because its rank is below the number of directions
  have hdet : (massCorrection c p).det = 0 := by
    by_contra hne
    have hu : IsUnit (massCorrection c p) :=
      (Matrix.isUnit_iff_isUnit_det _).2 (isUnit_iff_ne_zero.2 hne)
    have h1 := Matrix.rank_of_isUnit _ hu
    have h2 := rank_massCorrection_le_two_mul c p
    omega
  obtain ⟨k, hk, hk0⟩ := Matrix.exists_mulVec_eq_zero_iff.2 hdet
  refine ⟨k, hk, ?_⟩
  rw [inverseMass, Matrix.add_mulVec, hk0, Matrix.smul_mulVec, Matrix.one_mulVec, add_zero]

end

end KPMassCorrectionRank
```

```lean
#print axioms KPMassCorrectionRank.massCorrection_quadratic
#print axioms KPMassCorrectionRank.rank_massCorrection_le_of_real
#print axioms KPMassCorrectionRank.rank_massCorrection_circular
#print axioms KPMassCorrectionRank.exists_bare_mass_direction
```

```
'KPMassCorrectionRank.massCorrection_quadratic' depends on axioms: [propext, Classical.choice, Quot.sound]
'KPMassCorrectionRank.rank_massCorrection_le_of_real' depends on axioms: [propext, Classical.choice, Quot.sound]
'KPMassCorrectionRank.rank_massCorrection_circular' depends on axioms: [propext, Classical.choice, Quot.sound]
'KPMassCorrectionRank.exists_bare_mass_direction' depends on axioms: [propext, Classical.choice, Quot.sound]
```

## What the Lean statements say

The finite types `ι` and `κ` label remote bands and Cartesian directions, so $n$ is `Fintype.card ι` and $d$ is `Fintype.card κ`. The number `p m a` is $p_m(a)$, and `massCorrection c p` is $D$, a real matrix whose rank is taken over the reals. `inverseMass w c p` adds the isotropic bare term.

The weights `c` are arbitrary real numbers. The energy denominators, and the perturbation theory that produces them, are physical input and do not appear in the file. The case where the band of interest is itself degenerate, so that its effective Hamiltonian is a matrix, is not treated, nor are infinite sums over remote bands. A degenerate remote level is allowed and counts as one band per state.

`RealUpToPhase v` asks for one phase `z` common to all components. Physically, this can be arranged for spinless bands at a time-reversal-invariant point of a crystal with time-reversal symmetry: the Bloch functions can be chosen real there, and the matrix elements of $-i\hbar\nabla$ are then $-i$ times real numbers. Complex combinations of degenerate remote states may violate the condition.

`rank_massCorrection_le` is the general bound, with the phase condition required only for bands in `S`. The two bounds you ask about are `rank_massCorrection_le_two_mul` and `rank_massCorrection_le_of_real`. `rank_massCorrection_circular` gives the equality for circular momenta, and `exists_bare_mass_direction` gives the eigenvector. The latter does not say that every coupling $k\cdot p_m$ vanishes for the $k$ it provides, since weights of opposite sign can cancel. A direction with all couplings zero does exist when $2n<d$, because $k\cdot u_m=k\cdot v_m=0$ is a set of $2n$ real linear equations in $d$ unknowns, but this is not stated in the file.

## How the proof follows the dyads

`massCorrection_quadratic` expands each squared modulus into real and imaginary parts, turns products of sums into double sums, and reorders them.

In `rank_massCorrection_le`, the step `key` produces $u_m$ and $v_m$ for each band. For a band in `S`, `linear_combination (r a * r b) * h1` uses $|z|^2=1$; otherwise the vectors are the real and imaginary parts. The inner index of `A` and `B` is `ι ⊕ {m // m ∈ Sᶜ}`, one coordinate per dyad. The identity `hAB` extends the second sum to all bands, which is allowed because $v_m=0$ on `S`. The rank of a product is at most that of its left factor, which is at most its number of columns. The two corollaries set `S` to `∅` and to `Finset.univ`.

`massCorrection_circular` keeps the single band attached to a given direction. If no weight vanishes, the diagonal matrix has nonzero determinant, hence full rank. For the bare-mass direction, a nonzero determinant would force rank $d$, contradicting the bound $2n<d$; a zero determinant supplies the null vector.

## One circular band in two directions

Take $n=1$, $d=2$, $p=(1,i)$ and $c\neq0$. Each component is a phase times a real number, but no common phase exists. Here $D=c\,\mathbb{1}$ has rank 2, so the bound $n$ fails without the phase condition. The same example has $2n=d$, and the inverse mass tensor is $(w+c)\mathbb{1}$: no direction keeps the bare mass, so the strict inequality is needed too.

## Truncated sums over states

In a calculation, $D$ is accumulated from computed momentum matrix elements, for instance as `np.einsum('m,ma,mb->ab', c, p, p.conj()).real`. For a non-degenerate band treated to second order with finitely many remote bands, the rank bound shows what truncation costs: in three dimensions, a single remote band always leaves at least one direction with the bare mass, however accurate its matrix elements are. The bound restricts a $3\times3$ matrix $D$ only when it is below three: for one remote band, or for two whose momentum vectors are both real up to a phase. In those cases, more singular values above the numerical tolerance than the bound allows signal an error in the accumulated sum; otherwise the count tests nothing.
